# In a two-orbital model with negative energies and positive overlap, the weighted Wolfsberg–Helmholz formula with k ≥ 4/3 gives an in-phase lower orbital

Take two atomic orbitals with energies $a=-15$ and $b=-1$ in some unit, and overlap $s=41/121\approx0.339$. The Wolfsberg–Helmholz formula with the factor $7/4$ sets their off-diagonal Hamiltonian element to

$$h=\tfrac74\,s\,\tfrac{a+b}{2}=-14\,s .$$

What mixes the upper orbital into the lower one is not $h$ itself but $h-as$, the off-diagonal element of $H-aS$, where $H$ is the Hamiltonian matrix and $S$ the overlap matrix. Here $h-as=-14s+15s=s>0$. To first order the upper orbital enters with coefficient $-(h-as)/(b-a)$, which is negative: the lower molecular orbital combines two positively overlapping orbitals out of phase. This is called counterintuitive orbital mixing. It appears because the mean energy, even when scaled by $7/4$, lies above the deep level $a$.

The results below concern the exact lower orbital, not only its first-order form. They bear on extended Hückel calculations that combine deep and shallow levels, within a non-interacting model of just two orbitals.

In Lean 4 with Mathlib:

```lean
import Mathlib

namespace CounterintuitiveMixing

noncomputable section
```

## The off-diagonal element and the coupling

Let $a<b<0$ be the orbital energies and $s$ the overlap, all real. The formula postulates that the interaction is proportional to the overlap and to the mean orbital energy:

$$h=K s\,\frac{a+b}{2}.$$

The dimensionless factor $K$ is an empirical interaction strength. For equal energies $K=1$ gives $h=as$ and no splitting at all, while $K>1$ makes the in-phase combination the lower one when $s>0$. In the code $h$ is `whElement K a b s`.

```lean
/-- The Wolfsberg-Helmholz off-diagonal element for orbital energies `a`, `b`, overlap `s`
and factor `K`. -/
def whElement (K a b s : ℝ) : ℝ := K * s * (a + b) / 2
```

The coupling is $c(K)=h-as$.

```lean
/-- The coupling `c(K)`: the Wolfsberg-Helmholz element minus `a` times the overlap. -/
def mixingCoupling (K a b s : ℝ) : ℝ := whElement K a b s - a * s
```

The relative energy difference is

$$D=\frac{a-b}{a+b},$$

which lies strictly between 0 and 1 when $a<b<0$. It is called `asymmetry a b`.

```lean
/-- The relative energy difference `D` of two orbitals, for `a + b ≠ 0`. -/
def asymmetry (a b : ℝ) : ℝ := (a - b) / (a + b)
```

The weighted formula replaces a constant $k$ by

$$K=k+D^2+(1-k)D^4 .$$

This equals $k$ for degenerate orbitals and tends to 2 as $D\to1$.

```lean
/-- The weighted Wolfsberg-Helmholz factor built from the constant `k` and the relative
energy difference `D`. -/
def weightedK (k D : ℝ) : ℝ := k + D ^ 2 + (1 - k) * D ^ 4
```

## What counts as the lower orbital

A molecular orbital with coefficients $x$ on the orbital at $a$ and $y$ on the orbital at $b$ satisfies the secular equations

$$(a-E)x+(h-Es)y=0,\qquad (h-Es)x+(b-E)y=0 .$$

For $|s|<1$ the secular determinant $(a-E)(b-E)-(h-Es)^2$ is a quadratic in $E$ with positive leading coefficient, and it is not positive at $E=a$ or at $E=b$. One root is therefore at most $a$ and the other at least $b$, so the condition $E\le a$ selects the lower level. `IsLowerOrbital` collects this condition, the two equations and the requirement that $x$ and $y$ are not both zero. The coefficients need not be normalised, since rescaling leaves the sign of $xy$ unchanged. With $s>0$, $xy>0$ means in phase and $xy<0$ out of phase.

```lean
/-- The orbital with coefficients `x`, `y` solves the secular equations with overlap `s` and
off-diagonal element `h`, at an energy `E` not above `a`. -/
structure IsLowerOrbital (a b h s E x y : ℝ) : Prop where
  energy_le : E ≤ a
  row_one : (a - E) * x + (h - E * s) * y = 0
  row_two : (h - E * s) * x + (b - E) * y = 0
  nonzero : x ≠ 0 ∨ y ≠ 0
```

Such an orbital always exists. Write $c=h-as$ and $e=a-E$. The secular determinant vanishes when

$$e(b-a+e)=(c+es)^2,$$

that is, when $(1-s^2)e^2+Be-c^2=0$ with $B=b-a-2cs$. A nonnegative root is

$$e=\frac{r-B}{2(1-s^2)},\qquad r=\sqrt{B^2+4(1-s^2)c^2}\ \ge\ B .$$

The coefficients $x=b-a+e$ and $y=-(c+es)$ then solve both equations, and $x>0$. The proof builds `r` and `e` in this order; its final `refine` supplies the energy and the coefficients. Statements about every lower orbital are thus never empty for $|s|<1$.

```lean
/-- Two orbitals with `a < b` and overlap below one in magnitude always have a lower
molecular orbital. -/
theorem lower_orbital_exists {a b s : ℝ} (h : ℝ) (hab : a < b) (hs : |s| < 1) :
    ∃ E x y, IsLowerOrbital a b h s E x y := by
  obtain ⟨hs1, hs2⟩ := abs_lt.mp hs
  have hA : 0 < 1 - s ^ 2 := by nlinarith
  -- the stabilisation e = a - E is the nonnegative root of the secular quadratic
  obtain ⟨e, he0, he⟩ : ∃ e : ℝ, 0 ≤ e ∧ e * (b - a + e) = (h - a * s + e * s) ^ 2 := by
    obtain ⟨B, hB⟩ : ∃ B : ℝ, B = b - a - 2 * (h - a * s) * s := ⟨_, rfl⟩
    have hc : 0 ≤ 4 * (1 - s ^ 2) * (h - a * s) ^ 2 :=
      mul_nonneg (by linarith) (sq_nonneg _)
    obtain ⟨r, hr0, hr⟩ : ∃ r : ℝ, 0 ≤ r ∧
        r ^ 2 = B ^ 2 + 4 * (1 - s ^ 2) * (h - a * s) ^ 2 :=
      ⟨√_, Real.sqrt_nonneg _, Real.sq_sqrt (add_nonneg (sq_nonneg B) hc)⟩
    have hBr : B ≤ r := by
      by_contra hlt
      have hlt' := not_le.mp hlt
      nlinarith
    have hne : 2 * (1 - s ^ 2) ≠ 0 := by linarith
    obtain ⟨e, he⟩ : ∃ e : ℝ, e * (2 * (1 - s ^ 2)) = r - B :=
      ⟨(r - B) / (2 * (1 - s ^ 2)), div_mul_cancel₀ _ hne⟩
    refine ⟨e, ?_, ?_⟩
    · by_contra hneg
      have := mul_neg_of_neg_of_pos (not_le.mp hneg) (show 0 < 2 * (1 - s ^ 2) by linarith)
      linarith
    · refine mul_left_cancel₀ (show 4 * (1 - s ^ 2) ≠ 0 by linarith) ?_
      linear_combination (e * (2 * (1 - s ^ 2)) + r + B) * he + hr
        - 4 * (1 - s ^ 2) * e * hB
  refine ⟨a - e, b - a + e, -(h - a * s + e * s), by linarith, ?_, by ring, Or.inl ?_⟩
  · linear_combination he
  · linarith
```

## The sign of h − as fixes the phase

Multiply the first secular equation by $x$, the second by $y$, and subtract:

$$(a-E)x^2=(b-E)y^2 .$$

Since $0\le a-E<b-E$, this gives $y^2\le x^2$: the deeper orbital has the coefficient of larger or equal magnitude. Also $x\ne0$, because $x=0$ would force $y=0$ through the second equation. Hence

$$2(x^2+sxy)=(x+sy)^2+(1-s^2)x^2+s^2(x^2-y^2)>0 .$$

Now multiply the second equation by $x^3$ and split $h-Es=(h-as)+(a-E)s$:

$$(b-E)x^3y+(a-E)s\,x^4=-(h-as)x^4 .$$

Replacing $(a-E)x^2$ by $(b-E)y^2$ yields

$$xy\,(b-E)(x^2+sxy)=-(h-as)\,x^4 .$$

The factors $b-E$, $x^2+sxy$ and $x^4$ are positive, so $xy$ has the sign opposite to $h-as$. The theorem states this as two equivalences, valid for any real $h$ and any $|s|<1$. In its proof `bal` is the first displayed equation, `hpos` is the positivity of $x^2+sxy$, and `key` is the last displayed equation; the four closing cases read off the signs.

```lean
/-- For `a < b` and `|s| < 1`, the two coefficients of a lower orbital have opposite signs exactly
when `h - a s` is positive, and equal signs exactly when it is negative. -/
theorem lower_orbital_phase {a b h s E x y : ℝ} (hab : a < b) (hs : |s| < 1)
    (ho : IsLowerOrbital a b h s E x y) :
    (x * y < 0 ↔ 0 < h - a * s) ∧ (0 < x * y ↔ h - a * s < 0) := by
  obtain ⟨hE, h1, h2, h0⟩ := ho
  obtain ⟨hs1, hs2⟩ := abs_lt.mp hs
  have hA : 0 < 1 - s ^ 2 := by nlinarith
  have hw : 0 < b - E := by linarith
  have hx : x ≠ 0 := by
    intro hx0
    have hy : (b - E) * y = 0 := by
      rw [hx0] at h2
      linear_combination h2
    rcases mul_eq_zero.mp hy with q | q
    · linarith
    · exact h0.elim (fun k => k hx0) (fun k => k q)
  have hx2 : 0 < x ^ 2 := by positivity
  have hx4 : 0 < x ^ 4 := by positivity
  -- the squared coefficients, weighted by a - E and b - E, are equal
  have bal : (a - E) * x ^ 2 = (b - E) * y ^ 2 := by
    linear_combination x * h1 - y * h2
  have hyx : y ^ 2 ≤ x ^ 2 := by
    refine le_of_mul_le_mul_left ?_ hw
    nlinarith [mul_pos (sub_pos.mpr hab) hx2]
  have hpos : 0 < x ^ 2 + s * (x * y) := by
    nlinarith [sq_nonneg (x + s * y), mul_pos hA hx2,
      mul_nonneg (sq_nonneg s) (sub_nonneg.mpr hyx)]
  have hP := mul_pos hw hpos
  -- x y and -(h - a s) agree up to positive factors
  have key : x * y * ((b - E) * (x ^ 2 + s * (x * y))) = -(h - a * s) * x ^ 4 := by
    linear_combination x ^ 3 * h2 - s * x ^ 2 * bal
  refine ⟨⟨fun ht => ?_, fun hc => ?_⟩, ⟨fun ht => ?_, fun hc => ?_⟩⟩
  · by_contra hc
    linarith [mul_neg_of_neg_of_pos ht hP,
      mul_nonneg (neg_nonneg.mpr (not_lt.mp hc)) hx4.le]
  · by_contra ht
    linarith [mul_nonneg (not_lt.mp ht) hP.le, mul_pos hc hx4]
  · by_contra hc
    linarith [mul_pos ht hP, mul_nonneg (not_lt.mp hc) hx4.le]
  · by_contra ht
    linarith [mul_nonneg (neg_nonneg.mpr (not_lt.mp ht)) hP.le,
      mul_pos (neg_pos.mpr hc) hx4]
```

## Comparing K with 1 + D

From the definition of $D$ we have $a=(a+b)(1+D)/2$, and therefore

$$c(K)=\frac{s(a+b)}{2}\,(K-1-D).$$

For $s>0$ and $a+b<0$ the prefactor is negative. The coupling is positive exactly when $K<1+D$ and negative exactly when $K>1+D$. In the proof `hc` is this factorisation, with the minus sign moved so that the prefactor `hm` is positive.

```lean
/-- For positive overlap and `a + b < 0`, the coupling is positive exactly when `K < 1 + D`
and negative exactly when `K > 1 + D`. -/
theorem coupling_sign {a b s : ℝ} (K : ℝ) (hab : a + b < 0) (hs : 0 < s) :
    (0 < mixingCoupling K a b s ↔ K < 1 + asymmetry a b) ∧
      (mixingCoupling K a b s < 0 ↔ 1 + asymmetry a b < K) := by
  have hD : asymmetry a b * (a + b) = a - b := div_mul_cancel₀ _ hab.ne
  have hm : 0 < s * (-(a + b) / 2) := mul_pos hs (by linarith)
  have hc : mixingCoupling K a b s = s * (-(a + b) / 2) * (1 + asymmetry a b - K) := by
    unfold mixingCoupling whElement
    linear_combination (s / 2) * hD
  rw [hc]
  constructor
  · rw [mul_pos_iff_of_pos_left hm, sub_pos]
  · constructor
    · intro hn
      by_contra hk
      linarith [mul_nonneg hm.le (sub_nonneg.mpr (not_lt.mp hk))]
    · intro hk
      exact mul_neg_of_pos_of_neg hm (by linarith)
```

For the weighted factor the difference to be examined is

$$K-1-D=(k-1)(1-D^4)-D(1-D)
=(1-D)\bigl[(k-1)(1+D)(1+D^2)-D\bigr].$$

If $k\ge4/3$, the bracket is at least

$$\tfrac13(1+D+D^2+D^3)-D=\tfrac13\bigl[(1-D)^2+D^3\bigr]>0 .$$

With $0<D<1$ both factors are positive, so $K>1+D$ and $c(K)<0$. The proof first establishes the bounds on $D$, then the factorisation `hgap` and the positive bracket `hbr`. The bound $4/3$ is sufficient and is not claimed to be the smallest possible.

```lean
/-- For `a < b < 0`, positive overlap and `k ≥ 4/3`, the weighted formula makes the coupling
negative. -/
theorem weighted_coupling_neg {a b s k : ℝ} (hab : a < b) (hb : b < 0) (hs : 0 < s)
    (hk : 4 / 3 ≤ k) : mixingCoupling (weightedK k (asymmetry a b)) a b s < 0 := by
  have hsum : a + b < 0 := by linarith
  refine (coupling_sign _ hsum hs).2.mpr ?_
  have hD0 : 0 < asymmetry a b := div_pos_of_neg_of_neg (by linarith) hsum
  have hD : asymmetry a b * (a + b) = a - b := div_mul_cancel₀ _ hsum.ne
  have hD1 : asymmetry a b < 1 := by
    by_contra hn
    nlinarith [not_lt.mp hn]
  generalize asymmetry a b = D at hD0 hD1 ⊢
  -- the excess of the weighted factor over 1 + D factorises
  have hgap : weightedK k D - (1 + D)
      = (1 - D) * ((k - 1) * ((1 + D) * (1 + D ^ 2)) - D) := by
    unfold weightedK
    ring
  have hq : 0 < (1 + D) * (1 + D ^ 2) := by positivity
  have hbr : 0 < (k - 1) * ((1 + D) * (1 + D ^ 2)) - D := by
    nlinarith [mul_nonneg (sub_nonneg.mpr hk) hq.le, sq_nonneg (1 - D), pow_pos hD0 3]
  linarith [mul_pos (sub_pos.mpr hD1) hbr]
```

## Constant and weighted factors compared

Let $a<b<0$, $0<s<1$ and $k\ge4/3$. Chaining the phase rule with the sign of the coupling gives two statements:

- With the constant factor $k$, any lower orbital has $xy<0$ exactly when $D>k-1$.
- With the weighted factor, any lower orbital has $xy>0$.

Taking $s$ positive is a phase convention for two real orbitals with nonzero overlap, since the sign of one of them may be reversed. Negative orbital energies and the Wolfsberg–Helmholz form of $h$ are assumptions of the model. A molecule with many orbitals has further couplings, and the two-orbital argument does not settle the phases there.

```lean
/-- For `a < b < 0` and overlap between 0 and 1, the constant factor `k` gives an out-of-phase
lower orbital exactly when `D > k - 1`; the weighted factor with `k ≥ 4/3` always gives an
in-phase one. -/
theorem weighted_formula_removes_counterintuitive_mixing {a b s k : ℝ} (hab : a < b)
    (hb : b < 0) (hs : 0 < s) (hs1 : s < 1) (hk : 4 / 3 ≤ k) :
    (∀ E x y, IsLowerOrbital a b (whElement k a b s) s E x y →
      (x * y < 0 ↔ k - 1 < asymmetry a b)) ∧
    (∀ E x y, IsLowerOrbital a b (whElement (weightedK k (asymmetry a b)) a b s) s E x y →
      0 < x * y) := by
  have habs : |s| < 1 := abs_lt.mpr ⟨by linarith, hs1⟩
  constructor
  · intro E x y ho
    refine (lower_orbital_phase hab habs ho).1.trans
      ((coupling_sign k (by linarith) hs).1.trans ?_)
    exact sub_lt_iff_lt_add'.symm
  · intro E x y ho
    exact (lower_orbital_phase hab habs ho).2.mpr (weighted_coupling_neg hab hb hs hk)
```

For $k=7/4$ the weighted factor is $7/4+D^2-\tfrac34D^4$, and the condition $7/4<1+D$ becomes $D>3/4$. In terms of the energies this is $a/b>7$: the lower level is more than seven times as deep as the upper one. The next theorem concerns only the coupling, so it needs $s>0$ but no upper bound on $s$.

```lean
/-- For `a < b < 0` and positive overlap, the customary constant 7/4 makes the coupling positive
exactly when `D > 3/4`, while the weighted factor makes it negative. -/
theorem coupling_seven_fourths {a b s : ℝ} (hab : a < b) (hb : b < 0) (hs : 0 < s) :
    (0 < mixingCoupling (7 / 4) a b s ↔ 3 / 4 < asymmetry a b) ∧
      mixingCoupling (7 / 4 + asymmetry a b ^ 2 - 3 * asymmetry a b ^ 4 / 4) a b s < 0 := by
  constructor
  · rw [(coupling_sign (7 / 4) (by linarith) hs).1]
    constructor <;> intro h <;> linarith
  · have h := weighted_coupling_neg (k := 7 / 4) hab hb hs (by norm_num)
    have hK : weightedK (7 / 4) (asymmetry a b)
        = 7 / 4 + asymmetry a b ^ 2 - 3 * asymmetry a b ^ 4 / 4 := by
      unfold weightedK
      ring
    rwa [hK] at h
```

## The opening example in full

For $a=-15$, $b=-1$ and $s=41/121$ we have $D=14/16=7/8>3/4$. Take $E=-1801/120\approx-15.008$, which gives

$$a-E=\frac1{120},\qquad b-E=\frac{1681}{120},\qquad
h-Es=\frac{41}{121}\Bigl(-14+\frac{1801}{120}\Bigr)=\frac{41}{120}.$$

With $x=41$ and $y=-1$ the secular equations read

$$\frac{41}{120}-\frac{41}{120}=0,\qquad \frac{41\cdot41}{120}-\frac{1681}{120}=0 .$$

The squared norm is $x^2+y^2+2sxy=200160/121$, so the normalised coefficients are about $1.008$ and $-0.025$. The out-of-phase admixture is small but present in the exact orbital.

The weighted factor at $D=7/8$ is $34013/16384\approx2.076$, which exceeds $1+D=1.875$. The coupling changes from $+0.339$ to about $-0.545$, and the lower orbital is then in phase.

The theorem below checks the orbital for the constant factor, with the unnormalised coefficients.

```lean
/-- Orbital energies -15 and -1 with overlap 41/121 and constant factor 7/4 have a lower
orbital with coefficients 41 and -1. -/
theorem lower_orbital_witness :
    IsLowerOrbital (-15) (-1) (whElement (7 / 4) (-15) (-1) (41 / 121)) (41 / 121)
      (-1801 / 120) 41 (-1) := by
  constructor <;> norm_num [whElement]
```

## A constant that is too small

Some lower bound on $k$ is needed. Take $k=5/4$, $a=-5$ and $b=-1$, so that $D=2/3$. The weighted factor is

$$K=\frac54+\frac49-\frac14\cdot\frac{16}{81}=\frac{533}{324}<\frac{540}{324}=1+D,$$

and the coupling is $c(K)=3s\cdot\frac{7}{324}=\frac{7}{108}s>0$. The constant factor $5/4$ would give $c=\frac54s$, so here the weighting reduces the positive coupling without removing it. The theorem records the positive sign for every $s>0$; when also $s<1$, the phase rule makes the lower orbital out of phase.

```lean
/-- With `k = 5/4` the weighted formula leaves a positive coupling for orbital energies
-5 and -1 at any positive overlap. -/
theorem weighted_formula_fails_for_small_k {s : ℝ} (hs : 0 < s) :
    0 < mixingCoupling (weightedK (5 / 4) (asymmetry (-5) (-1))) (-5) (-1) s :=
  (coupling_sign _ (by norm_num) hs).1.mpr (by norm_num [weightedK, asymmetry])

end

end CounterintuitiveMixing
```

```lean
#print axioms CounterintuitiveMixing.lower_orbital_phase
#print axioms CounterintuitiveMixing.weighted_formula_removes_counterintuitive_mixing
#print axioms CounterintuitiveMixing.coupling_seven_fourths
#print axioms CounterintuitiveMixing.weighted_formula_fails_for_small_k
```

```
'CounterintuitiveMixing.lower_orbital_phase' depends on axioms: [propext, Classical.choice, Quot.sound]
'CounterintuitiveMixing.weighted_formula_removes_counterintuitive_mixing' depends on axioms: [propext, Classical.choice, Quot.sound]
'CounterintuitiveMixing.coupling_seven_fourths' depends on axioms: [propext, Classical.choice, Quot.sound]
'CounterintuitiveMixing.weighted_formula_fails_for_small_k' depends on axioms: [propext, Classical.choice, Quot.sound]
```
